# A joint POVM for unsharp σx and σz whose marginal effects do not commute

For a single qubit, a fair coin decides whether `σx` or `σz` is measured sharply, and the outcome of the other is drawn at random. The theorem says that the four resulting effects, each a quarter of a `σx` projector plus a quarter of a `σz` projector, form a POVM: they are positive semidefinite and sum to the identity. It also says that the marginal effect for the first `σx` outcome does not commute with that for the first `σz` outcome. For positivity, the attempt writes each quarter projector as `Aᴴ * A`, with `A` half the projector, and adds the two terms; the sum to the identity and the failure to commute are checked on matrix entries.

In Lean, a first try:

```lean
import Mathlib

open Matrix
open scoped ComplexOrder

namespace SharpJointMeasurability

noncomputable section

variable {n ι κ : Type*} [Fintype n] [DecidableEq n] [Fintype ι] [Fintype κ]

/-- A finite POVM: positive semidefinite effects that sum to the identity. -/
structure IsPOVM (E : ι → Matrix n n ℂ) : Prop where
  pos : ∀ i, (E i).PosSemidef
  sum_eq : ∑ i, E i = 1

/-- The projectors of a sharp measurement of the Pauli matrix `σz`. -/
def zProj : Fin 2 → Matrix (Fin 2) (Fin 2) ℂ := ![!![1, 0; 0, 0], !![0, 0; 0, 1]]

/-- The projectors of a sharp measurement of the Pauli matrix `σx`. -/
def xProj : Fin 2 → Matrix (Fin 2) (Fin 2) ℂ :=
  ![!![1/2, 1/2; 1/2, 1/2], !![1/2, -1/2; -1/2, 1/2]]

/-- A fair coin selects a measurement of `σx` or `σz`; the outcome of the one not
measured is drawn at random. -/
def coinJoint (p : Fin 2 × Fin 2) : Matrix (Fin 2) (Fin 2) ℂ :=
  (1/4 : ℂ) • xProj p.1 + (1/4 : ℂ) • zProj p.2

/-- `coinJoint` is a POVM with two marginal effects, one for each outcome of the pair, that do not
commute. -/
theorem unsharp_marginals_need_not_commute :
    IsPOVM coinJoint ∧
      ¬ Commute (∑ b, coinJoint (0, b)) (∑ a, coinJoint (a, 0)) := by
  refine ⟨⟨?_, ?_⟩, fun h => ?_⟩
  · rintro ⟨a, b⟩
    have ex : (1/4 : ℂ) • xProj a = ((1/2 : ℂ) • xProj a)ᴴ * ((1/2 : ℂ) • xProj a) := by
      ext i j
      fin_cases a <;> fin_cases i <;> fin_cases j <;>
        simp [xProj, Matrix.mul_apply] <;> norm_num
    have ez : (1/4 : ℂ) • zProj b = ((1/2 : ℂ) • zProj b)ᴴ * ((1/2 : ℂ) • zProj b) := by
      ext i j
      fin_cases b <;> fin_cases i <;> fin_cases j <;>
        simp [zProj, Matrix.mul_apply] <;> norm_num
    change ((1/4 : ℂ) • xProj a + (1/4 : ℂ) • zProj b).PosSemidef
    rw [ex, ez]
    exact (Matrix.posSemidef_conjTranspose_mul_self _).add
      (Matrix.posSemidef_conjTranspose_mul_self _)
  · rw [Fintype.sum_prod_type]
    ext i j
    fin_cases i <;> fin_cases j <;> simp [coinJoint, xProj, zProj] <;> norm_num
  · -- the upper right entries of the two products are 1/16 and 3/16
    have h01 := congrFun (congrFun h.eq 0) 1
    norm_num [coinJoint, xProj, zProj, Matrix.mul_apply, Fin.sum_univ_succ] at h01

end

end SharpJointMeasurability
```

Lean reports:

```
Main.lean:36:86: error: unsolved goals
case «0».«0».«0»
b : Fin 2
⊢ 1 / 8 =
    ((starRingEnd ℂ) 2)⁻¹ * ((starRingEnd ℂ) 2)⁻¹ * (1 / 4) + ((starRingEnd ℂ) 2)⁻¹ * ((starRingEnd ℂ) 2)⁻¹ * (1 / 4)

case «0».«0».«1»
b : Fin 2
⊢ 1 / 8 =
    ((starRingEnd ℂ) 2)⁻¹ * ((starRingEnd ℂ) 2)⁻¹ * (1 / 4) + ((starRingEnd ℂ) 2)⁻¹ * ((starRingEnd ℂ) 2)⁻¹ * (1 / 4)

case «0».«1».«0»
b : Fin 2
⊢ 1 / 8 =
    ((starRingEnd ℂ) 2)⁻¹ * ((starRingEnd ℂ) 2)⁻¹ * (1 / 4) + ((starRingEnd ℂ) 2)⁻¹ * ((starRingEnd ℂ) 2)⁻¹ * (1 / 4)

case «0».«1».«1»
b : Fin 2
⊢ 1 / 8 =
    ((starRingEnd ℂ) 2)⁻¹ * ((starRingEnd ℂ) 2)⁻¹ * (1 / 4) + ((starRingEnd ℂ) 2)⁻¹ * ((starRingEnd ℂ) 2)⁻¹ * (1 / 4)

case «1».«0».«0»
b : Fin 2
⊢ 1 / 8 =
    ((starRingEnd ℂ) 2)⁻¹ * ((starRingEnd ℂ) 2)⁻¹ * (1 / 4) +
      -(((starRingEnd ℂ) 2)⁻¹ * (-1 / (starRingEnd ℂ) 2) * (1 / 4))

case «1».«0».«1»
b : Fin 2
⊢ -(1 / 8) =
    -(((starRingEnd ℂ) 2)⁻¹ * ((starRingEnd ℂ) 2)⁻¹ * (1 / 4)) +
      ((starRingEnd ℂ) 2)⁻¹ * (-1 / (starRingEnd ℂ) 2) * (1 / 4)

case «1».«1».«0»
b : Fin 2
⊢ -(1 / 8) =
    ((starRingEnd ℂ) 2)⁻¹ * (-1 / (starRingEnd ℂ) 2) * (1 / 4) +
      -(((starRingEnd ℂ) 2)⁻¹ * ((starRingEnd ℂ) 2)⁻¹ * (1 / 4))

case «1».«1».«1»
b : Fin 2
⊢ 1 / 8 =
    -(((starRingEnd ℂ) 2)⁻¹ * (-1 / (starRingEnd ℂ) 2) * (1 / 4)) +
      ((starRingEnd ℂ) 2)⁻¹ * ((starRingEnd ℂ) 2)⁻¹ * (1 / 4)
Main.lean:40:86: error: unsolved goals
case «0».«0».«0»
a : Fin 2
ex : (1 / 4) • xProj a = ((1 / 2) • xProj a)ᴴ * (1 / 2) • xProj a
⊢ 1 / 4 = ((starRingEnd ℂ) 2)⁻¹ * (1 / 2)

case «1».«1».«1»
a : Fin 2
ex : (1 / 4) • xProj a = ((1 / 2) • xProj a)ᴴ * (1 / 2) • xProj a
⊢ 1 / 4 = ((starRingEnd ℂ) 2)⁻¹ * (1 / 2)
```

What went wrong. Both errors are in the factorisations `ex` and `ez`, which are checked entry by entry. The conjugate transpose puts a complex conjugation on the entries of the first factor. In the goals that remain, this conjugation has been carried inward to the numeral, leaving `(starRingEnd ℂ) 2`, the complex conjugate of 2. Neither `simp` nor `norm_num`, as called, replaced it by 2, so the arithmetic could not be finished. All eight cases of `ex` are left open, but only two of `ez`, those at the nonzero entry of each `σz` projector.

The equations left over are true: once the conjugate is replaced by 2, each is an identity between fractions. The repair proves that fact as `c2`, using `Complex.ext` to compare real and imaginary parts, with `simp` settling each. Passing `c2` to `norm_num` in both places lets it rewrite the conjugate and complete the arithmetic.

The change, after which it compiles:

```diff
@@ -34,12 +34,13 @@
   refine ⟨⟨?_, ?_⟩, fun h => ?_⟩
   · rintro ⟨a, b⟩
+    have c2 : (starRingEnd ℂ) 2 = 2 := Complex.ext (by simp) (by simp)
     have ex : (1/4 : ℂ) • xProj a = ((1/2 : ℂ) • xProj a)ᴴ * ((1/2 : ℂ) • xProj a) := by
       ext i j
       fin_cases a <;> fin_cases i <;> fin_cases j <;>
-        simp [xProj, Matrix.mul_apply] <;> norm_num
+        simp [xProj, Matrix.mul_apply] <;> norm_num [c2]
     have ez : (1/4 : ℂ) • zProj b = ((1/2 : ℂ) • zProj b)ᴴ * ((1/2 : ℂ) • zProj b) := by
       ext i j
       fin_cases b <;> fin_cases i <;> fin_cases j <;>
-        simp [zProj, Matrix.mul_apply] <;> norm_num
+        simp [zProj, Matrix.mul_apply] <;> norm_num [c2]
     change ((1/4 : ℂ) • xProj a + (1/4 : ℂ) • zProj b).PosSemidef
     rw [ex, ez]
```
